# For fixed Hermitian orbital operators, the energy is stationary under orbital rotations exactly when the Lagrangian matrix is Hermitian

Take two orthonormal orbitals φ_1 and φ_2, each with its own operator, F_1 and F_2, as in an open-shell calculation. Keep the operators fixed, and let the energy be the expectation value of F_1 in φ_1 plus that of F_2 in φ_2. Suppose that both operators have zero diagonal elements and the coupling 1 between φ_1 and φ_2. If I rotate the orbitals into each other by an angle θ, the first contributes sin 2θ to the energy and the second −sin 2θ, so nothing changes. If I now set F_2 = 0, the energy is sin 2θ, with slope 2 at θ = 0. The coupling (F_1)_21 is the same in both cases, but only the first pair of orbitals is stationary.

So a non-zero off-diagonal element doesn't settle the matter. I have read that the right condition is a Hermitian matrix of Lagrange multipliers, L_ji = (F_i)_ji. But all the F_i are Hermitian already. Isn't L then Hermitian automatically? And if it isn't, does its Hermiticity take care of every rotation, complex ones and many orbitals included?

## Each column of L comes from a different operator

L is not automatically Hermitian, because its column i is taken from F_i. In your second case L_21 = (F_1)_21 = 1, while L_12 = (F_2)_12 = 0. The equation

    F_i φ_i = ∑_j L_ji φ_j

is only an expansion in a complete set of orbitals and holds whether or not they are stationary. The information is in the Hermiticity of L, and for fixed F_i it does take care of every unitary rotation to first order.

To see this, put the orbitals in the columns of a matrix U and write ᴴ for the adjoint. The energy is

    E(U) = ∑_i (Uᴴ F_i U)_ii.

It is real, since each Uᴴ F_i U is Hermitian and has a real diagonal. A rotation of the starting orbitals is U = exp(tK), with t real and Kᴴ = −K. Then exp(tK)ᴴ = exp(−tK), and the product rule gives

    dE/dt at t = 0  =  ∑_i (F_i K − K F_i)_ii.

The two parts are

    ∑_i (K F_i)_ii = ∑_ij K_ij (F_i)_ji = ∑_ij K_ij L_ji = tr(L K)
    ∑_i (F_i K)_ii = ∑_ij (F_i)_ij K_ji = ∑_ij (L_ji)* K_ji = tr(Lᴴ K).

The second line uses (F_i)_ij = ((F_i)_ji)*, the Hermiticity of F_i. Hence

    dE/dt at t = 0  =  tr((Lᴴ − L) K).

If L is Hermitian, this is zero for every K. For the converse, choose K = Lᴴ − L, which is itself antihermitian. Since K_ji = −(K_ij)*, the slope is

    tr(K K) = ∑_ij K_ij K_ji = −∑_ij |K_ij|².

A vanishing slope along this one direction forces every entry of Lᴴ − L to vanish. If L is not Hermitian, the same K is a direction in which the energy falls. In your second case K_12 = 1 and K_21 = −1, the energy along exp(tK) is −sin 2t, and the slope is −2.

The condition can also be read pair by pair. Since (Lᴴ)_ji = ((F_j)_ij)* = (F_j)_ji, L is Hermitian exactly when

    (F_i − F_j)_ji = 0 for all i and j.

This is what your example shows: what counts is the difference of the two couplings.

Finally, let a unitary U minimise E over all unitary matrices. With F′_i = Uᴴ F_i U, and E′ the energy built from these operators, E(UV) = E′(V). Let L′ be the Lagrangian matrix of the F′_i. Along V = exp(tK) with K = L′ᴴ − L′ the energy has a minimum at t = 0, so the slope −∑_ij |K_ij|² is zero and L′ is Hermitian.

## Frozen operators and the self-consistent energy

In the Lean file, `n` is a finite set of labels that serves both for the basis functions and for the orbitals, so the orbitals fill the whole space. Virtual orbitals are included by giving them the operator 0. If all occupied orbitals share one Fock operator F, the pair condition then reduces to the familiar vanishing of F between occupied and virtual orbitals.

`F : n → Matrix n n ℂ` is the family of operators in an orthonormal basis, with any occupation numbers absorbed into them. The hypothesis `hF` says that each is Hermitian, as one expects of an operator made of kinetic energy, external potential and mean field. `energy F U` is E(U), `lagrangian F` is L, and `rotated F U` is the family F′_i. The letter K stands for the generator of the rotation, not for an exchange operator.

The theorem `generalised_brillouin` says: for Hermitian F_i, the function t ↦ E(exp(tK)) has derivative 0 at t = 0 for every antihermitian K if and only if L is Hermitian. In `HasDerivAt … 0 0` the first zero is the slope and the second is the point. The reference orbitals are the basis vectors themselves; for other orbitals U one applies the theorem to `rotated F U`. The type of the energy is complex, so `energy_im` records that its imaginary part is zero, and `isHermitian_of_minimum` compares real parts. That last theorem takes a minimiser as given. In the other direction, a Hermitian L signals a stationary point, which may also be a maximum or a saddle.

The name "generalised Brillouin condition" often refers to matrix elements of the many-electron Hamiltonian between a wavefunction and its single excitations. No many-electron wavefunction appears here; the statement concerns the orbital operators alone.

In open-shell and orbital-dependent self-consistent-field methods, the size of Lᴴ − L can serve as a measure of the orbital gradient, with the F_i held fixed during the rotation as they are here. In a real calculation the F_i depend on the orbitals. The condition carries over if the first variation of the functional at hand equals the one computed with the F_i frozen at the current orbitals, which has to be checked separately and is not proved here.

```lean
import Mathlib

open Matrix
open scoped Matrix.Norms.Operator

namespace GeneralisedBrillouin

noncomputable section

variable {n : Type*} [Fintype n] [DecidableEq n]

/-- The energy `E(U) = ∑ i, (Uᴴ F_i U)_ii` of the orbitals in the columns of `U`, where each
orbital `i` has its own operator `F_i`. -/
def energy (F : n → Matrix n n ℂ) (U : Matrix n n ℂ) : ℂ :=
  ∑ i, (Uᴴ * F i * U) i i

/-- The Lagrangian matrix `L_ji = (F_i)_ji`. -/
def lagrangian (F : n → Matrix n n ℂ) : Matrix n n ℂ :=
  Matrix.of fun j i => F i j i

/-- The operators `Uᴴ F_i U`, that is, the `F_i` expressed in the orbitals `U`. -/
def rotated (F : n → Matrix n n ℂ) (U : Matrix n n ℂ) : n → Matrix n n ℂ :=
  fun i => Uᴴ * F i * U

omit [DecidableEq n] in
/-- The energy is real when every `F_i` is Hermitian. -/
theorem energy_im (F : n → Matrix n n ℂ) (hF : ∀ i, (F i).IsHermitian)
    (U : Matrix n n ℂ) : (energy F U).im = 0 := by
  simp only [energy, Complex.im_sum]
  refine Finset.sum_eq_zero fun i _ => ?_
  exact Complex.conj_eq_iff_im.mp
    ((Matrix.isHermitian_conjTranspose_mul_mul U (hF i)).apply i i)

/-- For antihermitian `K` and real `t`, the adjoint of `exp(tK)` is `exp(-tK)`. -/
theorem exp_adjoint {K : Matrix n n ℂ} (hK : Kᴴ = -K) (t : ℝ) :
    (NormedSpace.exp (t • K))ᴴ = NormedSpace.exp (t • (-K)) := by
  rw [← Matrix.exp_conjTranspose, Matrix.conjTranspose_smul, hK, star_trivial]

omit [DecidableEq n] in
/-- For Hermitian `F_i`, the sum of the diagonal elements `[F_i, K]_ii` is
`tr((Lᴴ - L) K)`. -/
theorem sum_commutator (F : n → Matrix n n ℂ) (hF : ∀ i, (F i).IsHermitian)
    (K : Matrix n n ℂ) :
    ∑ i, (F i * K - K * F i) i i
      = trace (((lagrangian F)ᴴ - lagrangian F) * K) := by
  have h1 : ∑ i, (K * F i) i i = trace (lagrangian F * K) := by
    rw [Matrix.trace_mul_comm]
    simp only [Matrix.trace, Matrix.diag_apply, Matrix.mul_apply, lagrangian, Matrix.of_apply]
  have h2 : ∑ i, (F i * K) i i = trace ((lagrangian F)ᴴ * K) := by
    simp only [Matrix.trace, Matrix.diag_apply, Matrix.mul_apply]
    refine Finset.sum_congr rfl fun i _ => Finset.sum_congr rfl fun j _ => ?_
    -- here the Hermiticity of `F i` enters
    show F i i j * K j i = star (F i j i) * K j i
    rw [(hF i).apply i j]
  rw [sub_mul, Matrix.trace_sub, ← h1, ← h2, ← Finset.sum_sub_distrib]
  rfl

/-- Orbital gradient: for Hermitian `F_i` and antihermitian `K`, the derivative of
`E(exp(tK))` at `t = 0` is `tr((Lᴴ - L) K)`. -/
theorem hasDerivAt_energy (F : n → Matrix n n ℂ) (hF : ∀ i, (F i).IsHermitian)
    {K : Matrix n n ℂ} (hK : Kᴴ = -K) :
    HasDerivAt (fun t : ℝ => energy F (NormedSpace.exp (t • K)))
      (trace (((lagrangian F)ᴴ - lagrangian F) * K)) 0 := by
  have h1 := hasDerivAt_exp_smul_const (𝕂 := ℝ) K (0 : ℝ)
  have h2 := hasDerivAt_exp_smul_const (𝕂 := ℝ) (-K) (0 : ℝ)
  -- product rule for each transformed operator
  have h3 : ∀ i, HasDerivAt
      (fun t : ℝ => NormedSpace.exp (t • (-K)) * F i * NormedSpace.exp (t • K))
      (F i * K - K * F i) 0 := by
    intro i
    refine ((h2.mul_const (F i)).fun_mul h1).congr_deriv ?_
    simp only [zero_smul, NormedSpace.exp_zero, one_mul, mul_one]
    noncomm_ring
  -- taking a diagonal element is a continuous linear map
  have h4 : ∀ i, HasDerivAt
      (fun t : ℝ => (NormedSpace.exp (t • (-K)) * F i * NormedSpace.exp (t • K)) i i)
      ((F i * K - K * F i) i i) 0 := by
    intro i
    let l : Matrix n n ℂ →ₗ[ℝ] ℂ :=
      { toFun := fun M => M i i
        map_add' := fun _ _ => rfl
        map_smul' := fun _ _ => rfl }
    exact (LinearMap.toContinuousLinearMap l).hasFDerivAt.comp_hasDerivAt (0 : ℝ) (h3 i)
  rw [← sum_commutator F hF K]
  simp only [energy, exp_adjoint hK]
  exact HasDerivAt.fun_sum fun i _ => h4 i

/-- Descent direction: for Hermitian `F_i`, the rotation generated by `K = Lᴴ - L` changes the
energy at the initial rate `-∑ |K_ij|²`. -/
theorem hasDerivAt_descent (F : n → Matrix n n ℂ) (hF : ∀ i, (F i).IsHermitian) :
    HasDerivAt
      (fun t : ℝ => energy F (NormedSpace.exp (t • ((lagrangian F)ᴴ - lagrangian F))))
      (-((∑ i, ∑ j, ‖((lagrangian F)ᴴ - lagrangian F) i j‖ ^ 2 : ℝ) : ℂ)) 0 := by
  have hK : ((lagrangian F)ᴴ - lagrangian F)ᴴ = -((lagrangian F)ᴴ - lagrangian F) := by
    rw [Matrix.conjTranspose_sub, Matrix.conjTranspose_conjTranspose, neg_sub]
  refine (hasDerivAt_energy F hF hK).congr_deriv ?_
  generalize (lagrangian F)ᴴ - lagrangian F = K at hK ⊢
  have h : ∀ i j, K j i = -star (K i j) := fun i j => by
    have h' := congrFun (congrFun hK j) i
    rw [Matrix.conjTranspose_apply, Matrix.neg_apply] at h'
    rw [h', neg_neg]
  simp only [Matrix.trace, Matrix.diag_apply, Matrix.mul_apply, Complex.ofReal_sum,
    ← Finset.sum_neg_distrib]
  refine Finset.sum_congr rfl fun i _ => Finset.sum_congr rfl fun j _ => ?_
  rw [h i j, mul_neg, Complex.star_def, Complex.mul_conj, Complex.normSq_eq_norm_sq]

omit [DecidableEq n] in
/-- The Lagrangian matrix is Hermitian if the squared moduli of the entries of `Lᴴ - L`
sum to zero. -/
theorem isHermitian_of_sum_eq_zero (F : n → Matrix n n ℂ)
    (h : ∑ i, ∑ j, ‖((lagrangian F)ᴴ - lagrangian F) i j‖ ^ 2 = 0) :
    (lagrangian F).IsHermitian := by
  refine sub_eq_zero.mp (Matrix.ext fun i j => ?_)
  have h1 := (Finset.sum_eq_zero_iff_of_nonneg
    (fun i _ => Finset.sum_nonneg fun j _ => sq_nonneg _)).mp h i (Finset.mem_univ i)
  have h2 := (Finset.sum_eq_zero_iff_of_nonneg
    (fun j _ => sq_nonneg _)).mp h1 j (Finset.mem_univ j)
  exact norm_eq_zero.mp (pow_eq_zero_iff two_ne_zero |>.mp h2)

/-- Generalised Brillouin condition: for Hermitian `F_i`, the derivative of `E(exp(tK))` at
`t = 0` vanishes for every antihermitian `K` if and only if the Lagrangian matrix is
Hermitian. -/
theorem generalised_brillouin (F : n → Matrix n n ℂ) (hF : ∀ i, (F i).IsHermitian) :
    (∀ K : Matrix n n ℂ, Kᴴ = -K →
      HasDerivAt (fun t : ℝ => energy F (NormedSpace.exp (t • K))) 0 0)
      ↔ (lagrangian F).IsHermitian := by
  constructor
  · intro h
    -- test stationarity along the descent direction
    have h1 := (h ((lagrangian F)ᴴ - lagrangian F) (by
      rw [Matrix.conjTranspose_sub, Matrix.conjTranspose_conjTranspose, neg_sub])).unique
      (hasDerivAt_descent F hF)
    exact isHermitian_of_sum_eq_zero F (Complex.ofReal_eq_zero.mp (neg_eq_zero.mp h1.symm))
  · intro hL K hK
    have h := hasDerivAt_energy F hF hK
    rwa [hL.eq, sub_self, zero_mul, Matrix.trace_zero] at h

omit [Fintype n] [DecidableEq n] in
/-- Pair form of the condition: for Hermitian `F_i`, the Lagrangian matrix is Hermitian if and
only if `F_i - F_j` has no matrix element between orbitals `j` and `i`, for all `i` and `j`. -/
theorem isHermitian_iff_pairs (F : n → Matrix n n ℂ) (hF : ∀ i, (F i).IsHermitian) :
    (lagrangian F).IsHermitian ↔ ∀ i j, (F i - F j) j i = 0 := by
  have key : ∀ i j, (lagrangian F)ᴴ j i = F j j i := fun i j => (hF j).apply j i
  constructor
  · intro h i j
    have h1 : (lagrangian F)ᴴ j i = lagrangian F j i := congrFun (congrFun h j) i
    rw [key] at h1
    exact sub_eq_zero.mpr h1.symm
  · intro h
    refine Matrix.ext fun j i => ?_
    rw [key]
    exact (sub_eq_zero.mp (h i j)).symm

/-- If the `F_i` are Hermitian and a unitary `U` minimises the energy over all unitary matrices,
then the Lagrangian matrix in the orbitals `U` is Hermitian. -/
theorem isHermitian_of_minimum (F : n → Matrix n n ℂ) (hF : ∀ i, (F i).IsHermitian)
    {U : Matrix n n ℂ} (hU : U ∈ Matrix.unitaryGroup n ℂ)
    (hmin : ∀ V ∈ Matrix.unitaryGroup n ℂ, (energy F U).re ≤ (energy F V).re) :
    (lagrangian (rotated F U)).IsHermitian := by
  have hR : ∀ i, (rotated F U i).IsHermitian := fun i =>
    Matrix.isHermitian_conjTranspose_mul_mul U (hF i)
  -- a further rotation `V` of the orbitals `U` gives the orbitals `U V`
  have hmul : ∀ V, energy (rotated F U) V = energy F (U * V) := fun V => by
    simp only [energy, rotated, Matrix.conjTranspose_mul, Matrix.mul_assoc]
  have hd := Complex.reCLM.hasFDerivAt.comp_hasDerivAt (0 : ℝ)
    (hasDerivAt_descent (rotated F U) hR)
  have hK : ((lagrangian (rotated F U))ᴴ - lagrangian (rotated F U))ᴴ
      = -((lagrangian (rotated F U))ᴴ - lagrangian (rotated F U)) := by
    rw [Matrix.conjTranspose_sub, Matrix.conjTranspose_conjTranspose, neg_sub]
  have hexp : ∀ A : Matrix n n ℂ, NormedSpace.exp (-A) * NormedSpace.exp A = 1 := fun A => by
    have hc : Commute (-A) A := (Commute.refl A).neg_left
    rw [← Matrix.exp_add_of_commute (-A) A hc, neg_add_cancel, NormedSpace.exp_zero]
  -- the energy along the descent direction has a minimum at `t = 0`
  have hz := IsLocalMin.hasDerivAt_eq_zero (Filter.Eventually.of_forall fun t => by
    show (energy (rotated F U) (NormedSpace.exp ((0 : ℝ) • _))).re
      ≤ (energy (rotated F U) (NormedSpace.exp (t • _))).re
    rw [zero_smul, NormedSpace.exp_zero, hmul, hmul, mul_one]
    refine hmin _ (mul_mem hU (Matrix.mem_unitaryGroup_iff'.mpr ?_))
    rw [Matrix.star_eq_conjTranspose, exp_adjoint hK, smul_neg]
    exact hexp _) hd
  apply isHermitian_of_sum_eq_zero
  rw [Complex.reCLM_apply, Complex.neg_re, Complex.ofReal_re] at hz
  exact neg_eq_zero.mp hz

end

end GeneralisedBrillouin
```

```lean
#print axioms GeneralisedBrillouin.energy_im
-- 'GeneralisedBrillouin.energy_im' depends on axioms: [propext, Classical.choice, Quot.sound]
#print axioms GeneralisedBrillouin.generalised_brillouin
-- 'GeneralisedBrillouin.generalised_brillouin' depends on axioms: [propext, Classical.choice, Quot.sound]
#print axioms GeneralisedBrillouin.isHermitian_iff_pairs
-- 'GeneralisedBrillouin.isHermitian_iff_pairs' depends on axioms: [propext, Classical.choice, Quot.sound]
#print axioms GeneralisedBrillouin.isHermitian_of_minimum
-- 'GeneralisedBrillouin.isHermitian_of_minimum' depends on axioms: [propext, Classical.choice, Quot.sound]
```

## From the product rule to the descent direction

`exp_adjoint` is the identity exp(tK)ᴴ = exp(−tK), and `sum_commutator` is the index calculation that leads to tr((Lᴴ − L)K). Inside the latter, `h1` treats the K F_i part and `h2` the F_i K part, where Hermiticity is used.

`hasDerivAt_energy` computes the slope. The steps `h1` and `h2` differentiate the two exponentials. Step `h3` applies the product rule to exp(−tK) F_i exp(tK), and `noncomm_ring` brings the result at t = 0 into the form F_i K − K F_i. Step `h4` passes to the diagonal element, which is a linear map of the matrix and so commutes with the derivative. Summing over i completes the formula.

`hasDerivAt_descent` inserts K = Lᴴ − L. After checking that this matrix is antihermitian, the proof forgets how it was built (`generalize`) and keeps only that property. From it follows K_ji = −(K_ij)*, which turns each term of the trace into −|K_ij|². `isHermitian_of_sum_eq_zero` then draws the conclusion from a vanishing sum: the terms are non-negative, so each is zero, first row by row and then entry by entry.

The forward half of `generalised_brillouin` assumes stationarity and uses it only for K = Lᴴ − L. The same function now has the derivative 0 and the derivative −∑_ij |K_ij|², and `unique` equates the two. The backward half puts Lᴴ = L into the general slope formula, which leaves the trace of the zero matrix.

In `isHermitian_iff_pairs`, the auxiliary statement `key` is (Lᴴ)_ji = (F_j)_ji, and both directions compare entries with it.

In `isHermitian_of_minimum`, `hmul` is the relation E′(V) = E(UV), and `hexp` shows that exp(−A) exp(A) = 1, which makes the rotation unitary and so admits U exp(tK) to the comparison in `hmin`. The real part of the energy along the descent direction therefore has a minimum at t = 0. `IsLocalMin.hasDerivAt_eq_zero` sets its slope to zero, and the vanishing sum of squares gives the Hermiticity of L′.
